# In a one-excitation model, uncoupled C6 divided by coupled C6 is $(1+2K/D)^{3/2}$

Take two identical molecules, each with a single excitation of transition dipole $\mu\neq 0$ and gap $D>0$ before coupling. Within each molecule the excitation interacts with itself through a coupling $K$, which enters the excitation and de-excitation parts of the response equally, as in the random phase approximation without exchange. Suppose that $D+2K>0$. If the coupling is left out of the response, as in MP2 dispersion, the $C_6$ coefficient changes by the factor

$$\frac{C_6^{\text{uncoupled}}}{C_6^{\text{coupled}}}=\left(1+\frac{2K}{D}\right)^{3/2}.$$

MP2 therefore overestimates $C_6$ in this model exactly when $K>0$.

## Two amplitudes and one coupling

```lean
import Mathlib

open MeasureTheory Filter Topology Set

namespace UncoupledDispersion

noncomputable section

/-- The linear-response equations at imaginary frequency `iu` for one excitation with gap `D`,
coupling `K` and transition dipole `μ`; `X` and `Y` are the excitation and de-excitation
amplitudes. -/
def IsResponse (μ D K u : ℝ) (X Y : ℂ) : Prop :=
  ((D + K - Complex.I * u) * X + K * Y = μ) ∧ (K * X + (D + K + Complex.I * u) * Y = μ)
```

`IsResponse` is a statement (`Prop`) about four real numbers and two complex ones. It says that the amplitudes $X$ and $Y$ satisfy both equations (`∧` is "and"):

$$(D+K-iu)X+KY=\mu,\qquad KX+(D+K+iu)Y=\mu.$$

Here $u$ is the real number in the imaginary frequency $iu$, and $X$ and $Y$ are the excitation and de-excitation amplitudes. The constant $K$ stands for the interaction of the transition density with itself, through which the induced charge acts back on the molecule. It enters the diagonal and off-diagonal terms equally, as in the random phase approximation without exchange. For a purely Coulomb interaction $K$ is positive, but the theorems also admit negative values.

```lean
/-- The polarizability at imaginary frequency `iu` of the one-excitation model, for
`D ^ 2 + 2 * D * K + u ^ 2 ≠ 0`. -/
def polarizability (μ D K u : ℝ) : ℝ := 2 * μ ^ 2 * D / (D ^ 2 + 2 * D * K + u ^ 2)
```

This defines

$$\alpha(iu)=\frac{2\mu^2D}{D^2+2DK+u^2}.$$

The formula is only a definition at this point; a theorem below derives it from the response equations.

```lean
/-- The C6 dispersion coefficient of two identical isotropic molecules, for `D > 0` and
`D + 2K > 0`: `3 / π` times the integral of the squared polarizability at `iu` over `u > 0`. -/
def coupledC6 (μ D K : ℝ) : ℝ := 3 / Real.pi * ∫ u in Ioi (0 : ℝ), polarizability μ D K u ^ 2
```

This is the Casimir–Polder formula in atomic units for two identical molecules,

$$C_6=\frac{3}{\pi}\int_0^\infty \alpha(iu)^2\,du,$$

where `Ioi (0 : ℝ)` is the open half-line $u>0$. The polarizability is a scalar, so the model describes an isotropic molecule, with three equivalent directions that each respond in this way.

```lean
/-- The C6 coefficient of MP2 dispersion in this model, for `D > 0`: the coupling is left out of the
response. -/
def uncoupledC6 (μ D : ℝ) : ℝ := coupledC6 μ D 0
```

The uncoupled coefficient is the same integral with $K=0$ and with $D$ and $\mu$ unchanged. Calling it the MP2 value is part of the definition. It agrees with the second-order sum over states, in which the dipole–dipole interaction contributes $6\mu^4$ and both molecules are excited at a cost of $2D$, giving $3\mu^4/D$.

## Solving the response equations

```lean
/-- For `D > 0` and `D + 2K > 0` the response equations have exactly one solution, given here
explicitly. -/
theorem isResponse_iff {D K : ℝ} (hD : 0 < D) (hS : 0 < D + 2 * K) (μ u : ℝ) (X Y : ℂ) :
    IsResponse μ D K u X Y ↔
      X = μ * (D + Complex.I * u) / (D ^ 2 + 2 * D * K + u ^ 2) ∧
      Y = μ * (D - Complex.I * u) / (D ^ 2 + 2 * D * K + u ^ 2) := by
  have hpos : 0 < D ^ 2 + 2 * D * K + u ^ 2 := by
    nlinarith [mul_pos hD hS, sq_nonneg u]
  have hne : (D : ℂ) ^ 2 + 2 * D * K + u ^ 2 ≠ 0 := by exact_mod_cast hpos.ne'
  rw [eq_div_iff hne, eq_div_iff hne]
  constructor
  · -- eliminate one amplitude at a time
    rintro ⟨h1, h2⟩
    constructor
    · linear_combination (D + K + Complex.I * u) * h1 - K * h2 + X * u ^ 2 * Complex.I_sq
    · linear_combination (D + K - Complex.I * u) * h2 - K * h1 + Y * u ^ 2 * Complex.I_sq
  · rintro ⟨hX, hY⟩
    constructor
    · apply mul_right_cancel₀ hne
      linear_combination (D + K - Complex.I * u) * hX + K * hY - μ * u ^ 2 * Complex.I_sq
    · apply mul_right_cancel₀ hne
      linear_combination K * hX + (D + K + Complex.I * u) * hY - μ * u ^ 2 * Complex.I_sq
```

A Lean theorem lists its variables and hypotheses, then the claim after the colon, then the proof after `:= by`. The hypotheses here are named `hD` ($D>0$) and `hS` ($D+2K>0$). The claim is an equivalence (`↔`): $X$ and $Y$ solve the equations if and only if

$$X=\frac{\mu(D+iu)}{\Delta},\qquad Y=\frac{\mu(D-iu)}{\Delta},\qquad \Delta=D^2+2DK+u^2.$$

This gives existence and uniqueness together.

To derive it, multiply the first equation by $D+K+iu$ and subtract $K$ times the second. The $Y$ terms cancel, and

$$\left[(D+K)^2+u^2-K^2\right]X=\mu(D+iu).$$

The bracket is $\Delta$, which is positive because $D(D+2K)>0$. Exchanging the roles of the equations gives $Y$.

The first `linear_combination` line contains exactly these multipliers, and its last term replaces $i^2$ by $-1$. For the converse, the proof multiplies each response equation by $\Delta$, checks it, and cancels the nonzero factor with `mul_right_cancel₀`.

```lean
/-- For `D > 0` and `D + 2K > 0`, the dipole induced by the response amplitudes is the
polarizability of the model. -/
theorem polarizability_of_response {D K : ℝ} (hD : 0 < D) (hS : 0 < D + 2 * K) {μ u : ℝ}
    {X Y : ℂ} (h : IsResponse μ D K u X Y) :
    μ * (X + Y) = (polarizability μ D K u : ℂ) := by
  obtain ⟨hX, hY⟩ := (isResponse_iff hD hS μ u X Y).1 h
  rw [hX, hY]
  unfold polarizability
  push_cast
  ring
```

If $X$ and $Y$ solve the response equations, the induced dipole per unit field is

$$\mu(X+Y)=\mu\,\frac{\mu(D+iu)+\mu(D-iu)}{\Delta}=\frac{2\mu^2D}{\Delta}=\alpha(iu).$$

The imaginary parts cancel. The annotation `: ℂ` views the real polarizability as a complex number, so that both sides have the same type. The proof inserts the explicit amplitudes and simplifies.

## The area under a squared Lorentzian

```lean
/-- The integral of a squared Lorentzian of width `w > 0` over the positive frequencies. -/
theorem integral_sq_lorentzian {w : ℝ} (hw : 0 < w) :
    ∫ u in Ioi (0 : ℝ), 1 / (w ^ 2 + u ^ 2) ^ 2 = Real.pi / (4 * w ^ 3) := by
  -- an explicit antiderivative
  have hderiv : ∀ u ∈ Ici (0 : ℝ), HasDerivAt
      (fun x : ℝ => x / (w ^ 2 + x ^ 2) / (2 * w ^ 2) + Real.arctan (x / w) / (2 * w ^ 3))
      (1 / (w ^ 2 + u ^ 2) ^ 2) u := by
    intro u _
    have hne : w ^ 2 + u ^ 2 ≠ 0 := by positivity
    have h0 : HasDerivAt (fun x : ℝ => w ^ 2 + x ^ 2) (2 * u) u := by
      simpa using (hasDerivAt_pow 2 u).const_add (w ^ 2)
    have h1 := (hasDerivAt_id' u).fun_div h0 hne
    have h2 := ((hasDerivAt_id' u).div_const w).arctan
    have e : 1 / (1 + (u / w) ^ 2) * (1 / w) = w / (w ^ 2 + u ^ 2) := by
      have e' : 1 + (u / w) ^ 2 = (w ^ 2 + u ^ 2) / w ^ 2 := by field_simp
      rw [e']
      field_simp
    rw [e] at h2
    refine ((h1.div_const (2 * w ^ 2)).fun_add (h2.div_const (2 * w ^ 3))).congr_deriv ?_
    field_simp
    ring
  -- its limit at infinite frequency
  have l1 : Tendsto (fun x : ℝ => x / (w ^ 2 + x ^ 2)) atTop (𝓝 0) := by
    refine squeeze_zero' ?_ ?_ tendsto_inv_atTop_zero
    · filter_upwards [eventually_gt_atTop (0 : ℝ)] with x hx
      positivity
    · filter_upwards [eventually_gt_atTop (0 : ℝ)] with x hx
      rw [inv_eq_one_div, div_le_div_iff₀ (by positivity) hx]
      nlinarith [sq_nonneg w]
  have l2 : Tendsto (fun x : ℝ => Real.arctan (x / w)) atTop (𝓝 (Real.pi / 2)) :=
    (Real.tendsto_arctan_atTop.mono_right nhdsWithin_le_nhds).comp
      (tendsto_id.atTop_div_const hw)
  have key := integral_Ioi_of_hasDerivAt_of_nonneg' hderiv
    (fun u _ => by positivity) ((l1.div_const (2 * w ^ 2)).add (l2.div_const (2 * w ^ 3)))
  rw [key]
  simp only [zero_div, Real.arctan_zero, add_zero, zero_add, sub_zero]
  rw [div_div]
  congr 1
  ring
```

For $w>0$ the theorem states

$$\int_0^\infty\frac{du}{(w^2+u^2)^2}=\frac{\pi}{4w^3}.$$

An antiderivative is

$$F(u)=\frac{u}{2w^2(w^2+u^2)}+\frac{1}{2w^3}\arctan\frac{u}{w}.$$

Differentiating the two terms gives

$$F'(u)=\frac{w^2-u^2}{2w^2(w^2+u^2)^2}+\frac{w^2+u^2}{2w^2(w^2+u^2)^2}=\frac{1}{(w^2+u^2)^2}.$$

Since $F(0)=0$ and $F(u)\to\frac{1}{2w^3}\cdot\frac{\pi}{2}$ as $u\to\infty$, the integral is $\pi/(4w^3)$.

In the code, `hderiv` is the differentiation. The limit `l1` says that $u/(w^2+u^2)\to0$, because this quotient lies between $0$ and $1/u$ for $u>0$. The limit `l2` says that the arctangent tends to $\pi/2$.

The Mathlib theorem `integral_Ioi_of_hasDerivAt_of_nonneg'` joins these parts and deserves a closer look. It is the fundamental theorem of calculus on a half-line, and it asks for three things:

- a function with the stated derivative at every point from the left end onwards;
- a derivative that is nonnegative on the open half-line;
- a finite limit of the function at infinity.

It returns the limit minus the value at the left end. Nonnegativity does the work of a separate convergence proof: $F$ is increasing and has a finite limit, so the area under $F'$ is finite. Convergence matters because Mathlib gives a non-integrable function the integral zero. In the code, `positivity` proves the sign condition automatically.

## From the closed form to the ratio

```lean
/-- Closed form of the C6 coefficient for `D > 0` and `D + 2K > 0`, in terms of the coupled
excitation frequency `√(D ^ 2 + 2 * D * K)`. -/
theorem coupledC6_eq {D K : ℝ} (hD : 0 < D) (hS : 0 < D + 2 * K) (μ : ℝ) :
    coupledC6 μ D K = 3 * μ ^ 4 * D ^ 2 / √(D ^ 2 + 2 * D * K) ^ 3 := by
  have hpos : 0 < D ^ 2 + 2 * D * K := by nlinarith [mul_pos hD hS]
  have hw : 0 < √(D ^ 2 + 2 * D * K) := Real.sqrt_pos.2 hpos
  have hsq : √(D ^ 2 + 2 * D * K) ^ 2 = D ^ 2 + 2 * D * K := Real.sq_sqrt hpos.le
  have hfun : (fun u : ℝ => polarizability μ D K u ^ 2) = fun u : ℝ =>
      (4 * μ ^ 4 * D ^ 2) * (1 / (√(D ^ 2 + 2 * D * K) ^ 2 + u ^ 2) ^ 2) := by
    funext u
    rw [hsq, polarizability, div_pow]
    ring
  have hpi : Real.pi ≠ 0 := Real.pi_ne_zero
  rw [coupledC6, hfun, integral_const_mul, integral_sq_lorentzian hw]
  field_simp
```

Write $w=\sqrt{D^2+2DK}$, the excitation frequency of the coupled molecule. Then

$$C_6=\frac{3}{\pi}\cdot4\mu^4D^2\int_0^\infty\frac{du}{(w^2+u^2)^2}=\frac{3}{\pi}\cdot4\mu^4D^2\cdot\frac{\pi}{4w^3}=\frac{3\mu^4D^2}{w^3}.$$

In Lean's notation the cube applies to the whole square root. The step `hfun` rewrites the integrand as a constant times the squared Lorentzian; the previous theorem then supplies the integral.

```lean
/-- For `D > 0`, `D + 2K > 0` and a nonzero transition dipole, the uncoupled C6 coefficient
divided by the coupled one is `(1 + 2K/D) ^ (3/2)`. -/
theorem uncoupledC6_div_coupledC6 {μ D K : ℝ} (hμ : μ ≠ 0) (hD : 0 < D)
    (hS : 0 < D + 2 * K) :
    uncoupledC6 μ D / coupledC6 μ D K = (1 + 2 * K / D) ^ (3 / 2 : ℝ) := by
  have hx : 0 < 1 + 2 * K / D := by
    have h : 1 + 2 * K / D = (D + 2 * K) / D := by field_simp
    rw [h]
    exact div_pos hS hD
  have hs : 0 < √(1 + 2 * K / D) := Real.sqrt_pos.2 hx
  have hpow : (1 + 2 * K / D) ^ (3 / 2 : ℝ) = √(1 + 2 * K / D) ^ 3 := by
    rw [Real.sqrt_eq_rpow, ← Real.rpow_natCast, ← Real.rpow_mul hx.le]
    norm_num
  -- the coupled frequency is the gap `D` times the square root of `1 + 2K/D`
  have hw : √(D ^ 2 + 2 * D * K) = D * √(1 + 2 * K / D) := by
    have h : D ^ 2 + 2 * D * K = D ^ 2 * (1 + 2 * K / D) := by field_simp
    rw [h, Real.sqrt_mul (sq_nonneg D), Real.sqrt_sq hD.le]
  have h0 : √(D ^ 2 + 2 * D * 0) = D := by
    rw [mul_zero, add_zero, Real.sqrt_sq hD.le]
  rw [uncoupledC6, coupledC6_eq hD (by linarith) μ, coupledC6_eq hD hS μ, h0, hw, hpow]
  generalize √(1 + 2 * K / D) = s at hs
  field_simp
```

At $K=0$ the frequency is $w=D$, so the uncoupled coefficient is $3\mu^4/D$. Dividing by the coupled one gives

$$\frac{3\mu^4/D}{3\mu^4D^2/w^3}=\frac{w^3}{D^3}=\left(1+\frac{2K}{D}\right)^{3/2},$$

because $w=D\sqrt{1+2K/D}$. The hypothesis `hμ` excludes $\mu=0$, where both coefficients vanish.

The step `hw` is this factorisation of $w$, and `hpow` writes the power $3/2$ as the cube of a square root. The proof then calls that square root `s`, and `field_simp` cancels the common factors. The annotation in `(3 / 2 : ℝ)` makes the exponent a real number; division of natural numbers would round it down to 1.

## When MP2 overestimates, and by how much

```lean
/-- For `D > 0`, `D + 2K > 0` and a nonzero transition dipole, MP2 dispersion overestimates the
coupled C6 coefficient exactly when the coupling `K` is positive. -/
theorem coupledC6_lt_uncoupledC6_iff {μ D K : ℝ} (hμ : μ ≠ 0) (hD : 0 < D)
    (hS : 0 < D + 2 * K) : coupledC6 μ D K < uncoupledC6 μ D ↔ 0 < K := by
  have hc : 0 < coupledC6 μ D K := by
    have hpos : 0 < D ^ 2 + 2 * D * K := by nlinarith [mul_pos hD hS]
    have hw : 0 < √(D ^ 2 + 2 * D * K) := Real.sqrt_pos.2 hpos
    rw [coupledC6_eq hD hS μ]
    positivity
  rw [← one_lt_div hc, uncoupledC6_div_coupledC6 hμ hD hS]
  constructor
  · intro h
    by_contra hK
    have h1 : 2 * K / D ≤ 0 := div_nonpos_of_nonpos_of_nonneg (by linarith) hD.le
    have h2 : -1 ≤ 2 * K / D := by
      rw [le_div_iff₀ hD]
      linarith
    exact not_lt_of_ge (Real.rpow_le_one (by linarith) (by linarith) (by norm_num)) h
  · intro hK
    have h1 : 0 < 2 * K / D := by positivity
    exact Real.one_lt_rpow (by linarith) (by norm_num)
```

The coupled coefficient is smaller than the uncoupled one if and only if $K>0$. Since the coupled coefficient is positive (`hc`), the inequality is equivalent to a ratio above 1. For $K>0$ the base $1+2K/D$ exceeds 1, and so does its power. For $K\le0$ the base lies between 0 and 1, and its power is at most 1. The two branches after `constructor` treat these cases in the opposite order.

The long-range dispersion of supermolecular MP2 is of the uncoupled kind, and in this model leaving out a repulsive coupling makes that attraction too strong. With Hartree–Fock orbitals the neglected coupling also contains exchange terms, which the model omits and which can act the other way, so for real molecules the MP2 coefficient can also be too small.

```lean
/-- For `D > 0`, `D + 2K > 0`, `K ≠ 0` and a nonzero transition dipole, the ratio of uncoupled
to coupled C6 exceeds `1 + 3K/D`. -/
theorem linear_bound_lt_ratio {μ D K : ℝ} (hμ : μ ≠ 0) (hD : 0 < D) (hS : 0 < D + 2 * K)
    (hK : K ≠ 0) : 1 + 3 * K / D < uncoupledC6 μ D / coupledC6 μ D K := by
  have hs : -1 ≤ 2 * K / D := by
    rw [le_div_iff₀ hD]
    linarith
  have hs' : 2 * K / D ≠ 0 := div_ne_zero (mul_ne_zero two_ne_zero hK) hD.ne'
  rw [uncoupledC6_div_coupledC6 hμ hD hS]
  -- Bernoulli's inequality with exponent 3/2
  calc 1 + 3 * K / D = 1 + 3 / 2 * (2 * K / D) := by ring
    _ < (1 + 2 * K / D) ^ (3 / 2 : ℝ) :=
      one_add_mul_self_lt_rpow_one_add hs hs' (by norm_num)
```

For $K\neq0$ the ratio is strictly greater than $1+3K/D$, its first-order expansion in $K$. With $x=2K/D$ the claim is Bernoulli's inequality

$$1+\tfrac32x<(1+x)^{3/2},\qquad x\ge-1,\ x\ne0.$$

To see it, note that the right side minus the left has derivative $\tfrac32(\sqrt{1+x}-1)$. This is negative for $x<0$ and positive for $x>0$, so the difference has its only minimum, zero, at $x=0$. The proof checks the two conditions on $x$ as `hs` and `hs'` and uses Mathlib's version of the inequality.

```lean
/-- For `D > 0`, `D + 2K > 0` and a nonzero transition dipole, the C6 ratio is the ratio of
uncoupled to coupled static polarizabilities raised to the power `3/2`. -/
theorem ratio_eq_static_polarizability_ratio {μ D K : ℝ} (hμ : μ ≠ 0) (hD : 0 < D)
    (hS : 0 < D + 2 * K) :
    uncoupledC6 μ D / coupledC6 μ D K =
      (polarizability μ D 0 0 / polarizability μ D K 0) ^ (3 / 2 : ℝ) := by
  have hne : D + 2 * K ≠ 0 := hS.ne'
  have h : polarizability μ D 0 0 / polarizability μ D K 0 = 1 + 2 * K / D := by
    unfold polarizability
    rw [show D ^ 2 + 2 * D * 0 + 0 ^ 2 = D * D by ring,
      show D ^ 2 + 2 * D * K + 0 ^ 2 = D * (D + 2 * K) by ring]
    field_simp
  rw [h, uncoupledC6_div_coupledC6 hμ hD hS]

end

end UncoupledDispersion
```

At zero frequency the uncoupled and coupled polarizabilities are

$$\frac{2\mu^2}{D}\qquad\text{and}\qquad\frac{2\mu^2D}{D(D+2K)}=\frac{2\mu^2}{D+2K}.$$

Their quotient is $1+2K/D$, so the $C_6$ ratio is this quotient to the power $3/2$. Squaring the static polarizabilities alone would suggest the power 2. The smaller exponent reflects the high frequencies, where both polarizabilities approach $2\mu^2D/u^2$ and the coupling ceases to matter. In the code, `h` computes the quotient, and the ratio theorem does the rest.

```lean
#print axioms UncoupledDispersion.uncoupledC6_div_coupledC6
-- 'UncoupledDispersion.uncoupledC6_div_coupledC6' depends on axioms: [propext, Classical.choice, Quot.sound]
#print axioms UncoupledDispersion.coupledC6_lt_uncoupledC6_iff
-- 'UncoupledDispersion.coupledC6_lt_uncoupledC6_iff' depends on axioms: [propext, Classical.choice, Quot.sound]
#print axioms UncoupledDispersion.linear_bound_lt_ratio
-- 'UncoupledDispersion.linear_bound_lt_ratio' depends on axioms: [propext, Classical.choice, Quot.sound]
#print axioms UncoupledDispersion.ratio_eq_static_polarizability_ratio
-- 'UncoupledDispersion.ratio_eq_static_polarizability_ratio' depends on axioms: [propext, Classical.choice, Quot.sound]
```

## A molecule with $D=0.32$ and $K=0.09$

Let $\mu=1$, with all quantities in atomic units. The coupled frequency follows from

$$w^2=0.32^2+2\cdot0.32\cdot0.09=0.1024+0.0576=0.16,$$

so $w=0.4$. The two coefficients are

$$C_6^{\text{uncoupled}}=\frac{3}{0.32}=9.375,\qquad C_6^{\text{coupled}}=\frac{3\cdot0.1024}{0.064}=4.8.$$

Their ratio is $1.953125=(5/4)^3$, so leaving out the coupling nearly doubles $C_6$. The linear bound gives $1+0.27/0.32=1.84375$, which is indeed smaller. The static polarizabilities are $6.25$ and $4$; their quotient is $25/16$, and $(25/16)^{3/2}=(5/4)^3$ again.
